# Secant iteration for 1/x − a has golden-ratio order from distinct starts with relative errors in (0,1)

Take f(x) = 1/x − 1, whose root is 1, and start the secant method from x₀ = 1/2 and x₁ = 3/4. The errors 1 − x are 1/2 and 1/4, and the residuals are f(x₀) = 1 and f(x₁) = 1/3. The secant step gives

x₂ = 3/4 − (1/3)(1/4) / (1/3 − 1) = 3/4 + 1/8 = 7/8.

The new error is 1/8, the product of the two old ones. The next iterates are 31/32 and 255/256, so the errors run

1/2, 1/4, 1/8, 1/32, 1/256.

As powers of 1/2 their exponents are 1, 2, 3, 5, 8. Each exponent is the sum of the previous two, because each error is the product of the previous two. The ratios of successive exponents are 2, 1.5, 1.667 and 1.6, and they settle towards the golden ratio φ = (1 + √5)/2 ≈ 1.618.

## Errors that multiply

For a real number a, let f(x) = 1/x − a, let xₙ be the secant iterates, and let eₙ = 1 − a xₙ be their relative errors as approximations to 1/a. If x₀ ≠ x₁ and both e₀ and e₁ lie strictly between 0 and 1, then every secant step is defined and

eₙ₊₂ = eₙ₊₁ eₙ

xₙ → 1/a

log eₙ₊₁ / log eₙ → φ

eₙ₊₁ / eₙ^φ → 1.

The condition on the starts says that x₀ and x₁ lie strictly between 0 and 1/a. The sign of a is free, and a = 0 is excluded automatically, since it would make every relative error equal to 1.

## A known answer for a scalar accelerator

With a single unknown, Anderson mixing that keeps one previous iterate reduces to the secant step, so this model gives an exactly solvable case of one type of acceleration used in self-consistent-field codes, restricted to one variable, one previous iterate and the residual 1/x − a. Practical codes often keep a longer history. Scalar searches, such as finding the chemical potential for a prescribed electron number, can use the same update, but their residuals are different functions.

The product law makes this residual a sharp test of an implementation. A routine that updates the newer point but never replaces x₀ still converges here, with eₙ₊₁ = e₀ eₙ for n ≥ 1. That is linear convergence, and the printed errors reveal it within a few steps.

## From one step to the golden ratio

Let x be the older point and y the newer one, both nonzero and distinct. Then

f(y) − f(x) = 1/y − 1/x = (x − y)/(xy),

which is nonzero. The secant correction is therefore

f(y)(y − x) / (f(y) − f(x)) = −xy f(y) = −x(1 − a y).

Subtracting it from y gives the new point s:

s = y + x(1 − a y) = x + y − a x y.

Its relative error factorises:

1 − a s = (1 − a x)(1 − a y).

To iterate this, the points must stay nonzero and distinct. A point with relative error below 1 is nonzero, because the relative error of 0 is exactly 1. If eₙ and eₙ₊₁ lie in (0,1), so does their product eₙ₊₂. Moreover eₙ₊₂ < eₙ₊₁, because eₙ < 1 and eₙ₊₁ > 0, so xₙ₊₂ ≠ xₙ₊₁. By induction no step divides by zero.

For convergence, put m = max(e₀, e₁) < 1. Then eₙ ≤ m and eₙ₊₁ ≤ m^(n+1) for every n. Both hold at n = 0, and the step is

eₙ₊₂ = eₙ₊₁ eₙ ≤ m^(n+1) · m = m^(n+2),

together with eₙ₊₁ ≤ m^(n+1) ≤ m. Hence eₙ → 0, and xₙ = (1 − eₙ)/a → 1/a.

For the order, write Lₙ = log eₙ, so that Lₙ₊₂ = Lₙ₊₁ + Lₙ, and define the defect Dₙ = Lₙ₊₁ − φ Lₙ. Then

Dₙ₊₁ = Lₙ₊₁ + Lₙ − φ Lₙ₊₁ = (1 − φ)Lₙ₊₁ + Lₙ.

Since φ² = φ + 1, we have −φ(1 − φ) = 1, and the right-hand side equals (1 − φ)Dₙ. So

Dₙ = (1 − φ)ⁿ D₀ → 0,

because 1 < φ < 2 gives |1 − φ| < 1. Now divide by Lₙ:

Lₙ₊₁ / Lₙ = φ + Dₙ / Lₙ.

Since eₙ ≤ m < 1, we have |Lₙ| ≥ −log m > 0, so the last term vanishes in the limit. Exponentiating the defect instead of dividing it gives

eₙ₊₁ / eₙ^φ = exp(Dₙ) → 1.

The trap in this derivation is to replace the secant formula by x + y − a x y before knowing that x ≠ y. At x = y the polynomial has error (1 − a x)², whereas the secant formula is 0/0. Lean evaluates that quotient as 0, so `secantStep` would return y with no improvement at all. This is why distinctness is carried through the induction.

## The Lean file

```lean
import Mathlib

open Filter Topology

namespace SecantReciprocal

noncomputable section

local notation "φ" => Real.goldenRatio

/-- The secant update from the points `x`, `y` for a residual `f`; its domain is `f x ≠ f y`. -/
def secantStep (f : ℝ → ℝ) (x y : ℝ) : ℝ := y - f y * (y - x) / (f y - f x)

/-- The secant iterates of `f` started from `x₀` and `x₁`, defined as long as consecutive
residuals differ. -/
def secantSeq (f : ℝ → ℝ) (x₀ x₁ : ℝ) : ℕ → ℝ
  | 0 => x₀
  | 1 => x₁
  | n + 2 => secantStep f (secantSeq f x₀ x₁ n) (secantSeq f x₀ x₁ (n + 1))

/-- The residual `1/x - a`, for `x ≠ 0`. -/
def residual (a x : ℝ) : ℝ := x⁻¹ - a

/-- The relative error `1 - a x` of `x` as an approximation to `1/a`. -/
def relError (a x : ℝ) : ℝ := 1 - a * x

/-- The relative errors of the secant iterates for the residual `1/x - a`. -/
def errorSeq (a x₀ x₁ : ℝ) (n : ℕ) : ℝ := relError a (secantSeq (residual a) x₀ x₁ n)

/-- For the residual `1/x - a`, the secant step from distinct nonzero points is the
division-free expression `x + y - a x y`. -/
theorem secantStep_residual {a x y : ℝ} (hx : x ≠ 0) (hy : y ≠ 0) (hxy : x ≠ y) :
    secantStep (residual a) x y = x + y - a * x * y := by
  have hD : residual a y - residual a x ≠ 0 := by
    intro h
    unfold residual at h
    exact hxy (inv_inj.mp (by linarith))
  have key : residual a y * (y - x) / (residual a y - residual a x) = -(x * (1 - a * y)) := by
    rw [div_eq_iff hD]
    unfold residual
    linear_combination (1 - a * x) * mul_inv_cancel₀ hy + (a * y - 1) * mul_inv_cancel₀ hx
  rw [secantStep, key]
  ring

/-- In one secant step for `1/x - a` from distinct nonzero points, the new relative error is the
product of the two old ones. -/
theorem relError_secantStep {a x y : ℝ} (hx : x ≠ 0) (hy : y ≠ 0) (hxy : x ≠ y) :
    relError a (secantStep (residual a) x y) = relError a y * relError a x := by
  rw [secantStep_residual hx hy hxy]
  unfold relError
  ring

lemma ne_zero_of_relError {a x : ℝ} (h : relError a x < 1) : x ≠ 0 := by
  rintro rfl
  simp [relError] at h

/-- From distinct starts with relative errors in `(0,1)`, all relative errors stay in `(0,1)`
and consecutive iterates stay distinct. -/
theorem secant_invariant {a x₀ x₁ : ℝ} (h₀ : relError a x₀ ∈ Set.Ioo (0 : ℝ) 1)
    (h₁ : relError a x₁ ∈ Set.Ioo (0 : ℝ) 1) (hne : x₀ ≠ x₁) (n : ℕ) :
    errorSeq a x₀ x₁ n ∈ Set.Ioo (0 : ℝ) 1 ∧ errorSeq a x₀ x₁ (n + 1) ∈ Set.Ioo (0 : ℝ) 1 ∧
      secantSeq (residual a) x₀ x₁ n ≠ secantSeq (residual a) x₀ x₁ (n + 1) := by
  induction n with
  | zero => exact ⟨h₀, h₁, hne⟩
  | succ n ih =>
    obtain ⟨hA, hB, hC⟩ := ih
    have hx : secantSeq (residual a) x₀ x₁ n ≠ 0 := ne_zero_of_relError hA.2
    have hy : secantSeq (residual a) x₀ x₁ (n + 1) ≠ 0 := ne_zero_of_relError hB.2
    have hr : errorSeq a x₀ x₁ (n + 2) = errorSeq a x₀ x₁ (n + 1) * errorSeq a x₀ x₁ n :=
      relError_secantStep hx hy hC
    have hp := mul_pos hB.1 (sub_pos.2 hA.2)
    have h2 : errorSeq a x₀ x₁ (n + 2) ∈ Set.Ioo (0 : ℝ) 1 := by
      rw [hr]
      exact ⟨mul_pos hB.1 hA.1, by nlinarith [hB.2]⟩
    refine ⟨hB, h2, fun h => ?_⟩
    -- equal iterates would have equal errors, but the error strictly shrinks
    have h' : errorSeq a x₀ x₁ (n + 1) = errorSeq a x₀ x₁ (n + 2) := congrArg (relError a) h
    nlinarith

/-- Errors in `(0,1)` that obey the product recursion are bounded by powers of the larger of
the first two. -/
theorem error_le_pow {e : ℕ → ℝ} (he : ∀ n, e n ∈ Set.Ioo (0 : ℝ) 1)
    (hrec : ∀ n, e (n + 2) = e (n + 1) * e n) (n : ℕ) :
    e n ≤ max (e 0) (e 1) ∧ e (n + 1) ≤ max (e 0) (e 1) ^ (n + 1) := by
  have hm0 : 0 < max (e 0) (e 1) := lt_max_of_lt_left (he 0).1
  have hm1 : max (e 0) (e 1) < 1 := max_lt (he 0).2 (he 1).2
  induction n with
  | zero => exact ⟨le_max_left _ _, by simp⟩
  | succ n ih =>
    refine ⟨ih.2.trans (pow_le_of_le_one hm0.le hm1.le (Nat.succ_ne_zero n)), ?_⟩
    rw [show n + 1 + 1 = n + 2 from rfl, hrec n, pow_succ _ (n + 1)]
    exact mul_le_mul ih.2 ih.1 (he n).1.le (pow_pos hm0 _).le

/-- For a positive sequence obeying the product recursion, the defect `log e_{n+1} - φ log e_n`
tends to zero. -/
theorem log_defect_tendsto {e : ℕ → ℝ} (hpos : ∀ n, 0 < e n)
    (hrec : ∀ n, e (n + 2) = e (n + 1) * e n) :
    Tendsto (fun n => Real.log (e (n + 1)) - φ * Real.log (e n)) atTop (𝓝 0) := by
  -- the defect is multiplied by 1 - φ at every step
  have hD : ∀ n, Real.log (e (n + 1)) - φ * Real.log (e n)
      = (1 - φ) ^ n * (Real.log (e 1) - φ * Real.log (e 0)) := by
    intro n
    induction n with
    | zero => simp
    | succ n ih =>
      rw [show n + 1 + 1 = n + 2 from rfl, hrec n,
        Real.log_mul (hpos (n + 1)).ne' (hpos n).ne', pow_succ]
      linear_combination (1 - φ) * ih - Real.log (e n) * Real.goldenRatio_sq
  have hlt : |1 - φ| < 1 := by
    rw [abs_lt]
    constructor <;> linarith [Real.one_lt_goldenRatio, Real.goldenRatio_lt_two]
  have h := (tendsto_pow_atTop_nhds_zero_of_abs_lt_one hlt).mul_const
    (Real.log (e 1) - φ * Real.log (e 0))
  rw [zero_mul] at h
  exact h.congr fun n => (hD n).symm

/-- Golden-ratio order of the secant method for `1/x - a`: from distinct starts with relative
errors in `(0,1)` every step is defined, each error is the product of the previous two, and
`log e_{n+1} / log e_n` tends to the golden ratio. -/
theorem secant_golden_order {a x₀ x₁ : ℝ} (h₀ : relError a x₀ ∈ Set.Ioo (0 : ℝ) 1)
    (h₁ : relError a x₁ ∈ Set.Ioo (0 : ℝ) 1) (hne : x₀ ≠ x₁) :
    (∀ n, secantSeq (residual a) x₀ x₁ n ≠ 0 ∧
      residual a (secantSeq (residual a) x₀ x₁ n) ≠
        residual a (secantSeq (residual a) x₀ x₁ (n + 1))) ∧
    (∀ n, errorSeq a x₀ x₁ (n + 2) = errorSeq a x₀ x₁ (n + 1) * errorSeq a x₀ x₁ n) ∧
    Tendsto (fun n => Real.log (errorSeq a x₀ x₁ (n + 1)) / Real.log (errorSeq a x₀ x₁ n))
      atTop (𝓝 φ) := by
  have inv := secant_invariant h₀ h₁ hne
  have hx : ∀ n, secantSeq (residual a) x₀ x₁ n ≠ 0 := fun n => ne_zero_of_relError (inv n).1.2
  have hrec : ∀ n, errorSeq a x₀ x₁ (n + 2) = errorSeq a x₀ x₁ (n + 1) * errorSeq a x₀ x₁ n :=
    fun n => relError_secantStep (hx n) (hx (n + 1)) (inv n).2.2
  refine ⟨fun n => ⟨hx n, fun h => (inv n).2.2 ?_⟩, hrec, ?_⟩
  · have h' : (secantSeq (residual a) x₀ x₁ n)⁻¹ - a
        = (secantSeq (residual a) x₀ x₁ (n + 1))⁻¹ - a := h
    exact inv_inj.mp (by linarith)
  generalize errorSeq a x₀ x₁ = e at inv hrec ⊢
  have he : ∀ n, e n ∈ Set.Ioo (0 : ℝ) 1 := fun n => (inv n).1
  have hl : ∀ n, Real.log (e n) < 0 := fun n => Real.log_neg (he n).1 (he n).2
  have hm : Real.log (max (e 0) (e 1)) < 0 :=
    Real.log_neg (lt_max_of_lt_left (he 0).1) (max_lt (he 0).2 (he 1).2)
  have hD := log_defect_tendsto (fun n => (he n).1) hrec
  -- the logarithms stay away from zero, so the relative defect vanishes too
  have hq : Tendsto (fun n => (Real.log (e (n + 1)) - φ * Real.log (e n)) / Real.log (e n))
      atTop (𝓝 0) := by
    have hb := hD.abs.div_const (-Real.log (max (e 0) (e 1)))
    rw [abs_zero, zero_div] at hb
    refine squeeze_zero_norm (fun n => ?_) hb
    rw [norm_div, Real.norm_eq_abs, Real.norm_eq_abs, abs_of_neg (hl n)]
    exact div_le_div_of_nonneg_left (abs_nonneg _) (neg_pos.2 hm)
      (neg_le_neg (Real.log_le_log (he n).1 (error_le_pow he hrec n).1))
  have hs : ∀ n, φ + (Real.log (e (n + 1)) - φ * Real.log (e n)) / Real.log (e n)
      = Real.log (e (n + 1)) / Real.log (e n) := by
    intro n
    rw [sub_div, mul_div_cancel_right₀ _ (hl n).ne]
    ring
  have h := hq.const_add φ
  rw [add_zero] at h
  exact h.congr hs

/-- Under the same conditions the secant iterates converge to the reciprocal `1/a`. -/
theorem secant_tendsto_reciprocal {a x₀ x₁ : ℝ} (h₀ : relError a x₀ ∈ Set.Ioo (0 : ℝ) 1)
    (h₁ : relError a x₁ ∈ Set.Ioo (0 : ℝ) 1) (hne : x₀ ≠ x₁) :
    Tendsto (secantSeq (residual a) x₀ x₁) atTop (𝓝 (1 / a)) := by
  have ha : a ≠ 0 := by
    rintro rfl
    simp [relError] at h₀
  have he := fun n => (secant_invariant h₀ h₁ hne n).1
  have hrec := (secant_golden_order h₀ h₁ hne).2.1
  have hpow := (tendsto_pow_atTop_nhds_zero_of_lt_one (lt_max_of_lt_left (he 0).1).le
    (max_lt (he 0).2 (he 1).2)).comp (tendsto_add_atTop_nat 1)
  have h0 : Tendsto (errorSeq a x₀ x₁) atTop (𝓝 0) :=
    (tendsto_add_atTop_iff_nat 1).mp
      (squeeze_zero (fun n => (he (n + 1)).1.le) (fun n => (error_le_pow he hrec n).2) hpow)
  have h := (h0.const_sub 1).div_const a
  rw [sub_zero] at h
  refine h.congr fun n => ?_
  rw [div_eq_iff ha]
  unfold errorSeq relError
  ring

/-- Under the same conditions `e_{n+1} / e_n ^ φ` tends to one: the asymptotic error constant
at golden-ratio order is exactly one. -/
theorem secant_error_constant {a x₀ x₁ : ℝ} (h₀ : relError a x₀ ∈ Set.Ioo (0 : ℝ) 1)
    (h₁ : relError a x₁ ∈ Set.Ioo (0 : ℝ) 1) (hne : x₀ ≠ x₁) :
    Tendsto (fun n => errorSeq a x₀ x₁ (n + 1) / errorSeq a x₀ x₁ n ^ φ) atTop (𝓝 1) := by
  have hpos := fun n => (secant_invariant h₀ h₁ hne n).1.1
  have hD := log_defect_tendsto hpos (secant_golden_order h₀ h₁ hne).2.1
  -- exponentiate the vanishing logarithmic defect
  have h := (Real.continuous_exp.tendsto 0).comp hD
  rw [Real.exp_zero] at h
  refine h.congr fun n => ?_
  rw [Function.comp_apply, Real.exp_sub, Real.exp_log (hpos (n + 1)),
    Real.rpow_def_of_pos (hpos n), mul_comm φ]

end

end SecantReciprocal
```

```lean
#print axioms SecantReciprocal.secant_golden_order
-- 'SecantReciprocal.secant_golden_order' depends on axioms: [propext, Classical.choice, Quot.sound]
#print axioms SecantReciprocal.secant_tendsto_reciprocal
-- 'SecantReciprocal.secant_tendsto_reciprocal' depends on axioms: [propext, Classical.choice, Quot.sound]
#print axioms SecantReciprocal.secant_error_constant
-- 'SecantReciprocal.secant_error_constant' depends on axioms: [propext, Classical.choice, Quot.sound]
```

## How the statements and proofs match the algebra

`secantStep f x y` is the secant formula for an arbitrary real function f, with the older point first. `secantSeq` iterates it from two starts, so the sequence in the theorems is produced by the actual secant method and not by the simplified polynomial. `residual a` is f, `relError a x` is 1 − a x, and `errorSeq a x₀ x₁ n` is eₙ. Membership in `Set.Ioo (0 : ℝ) 1` means lying strictly between 0 and 1.

The main theorem, `secant_golden_order`, has three parts. The first says that every iterate is nonzero and that consecutive residuals differ, so both the residual and the secant quotient are meaningful at every step. The second is the product law, and the third is the limit of the logarithmic ratio. `secant_tendsto_reciprocal` states convergence to 1/a, and `secant_error_constant` states the limit of eₙ₊₁ / eₙ^φ.

The proofs follow the derivation:

- `secantStep_residual` first shows that the denominator is nonzero, then clears it with `div_eq_iff`; `linear_combination` checks the remaining identity using x · x⁻¹ = 1 and y · y⁻¹ = 1. `relError_secantStep` turns the result into the product of errors.
- `secant_invariant` is the induction that keeps two consecutive errors in (0,1) and their iterates distinct. `ne_zero_of_relError` supplies the nonzero points, and `nlinarith` handles the inequalities for the product.
- `error_le_pow` proves the two bounds by m together, since each is needed in the induction step.
- `log_defect_tendsto` proves the closed form of Dₙ by induction, with `Real.goldenRatio_sq` supplying φ² = φ + 1.
- In `secant_golden_order`, `squeeze_zero_norm` bounds |Dₙ / Lₙ| by |Dₙ| / (−log m). The convergence theorem squeezes eₙ between 0 and a power of m, and the error-constant theorem uses continuity of the exponential.

## Exact arithmetic, one residual, starts on one side

The theorems concern exact real numbers. In floating point, consecutive iterates eventually agree to rounding, and the difference of residuals loses its significant digits or becomes zero. A code that iterates until convergence should therefore check that difference, or stop, before dividing by it.

The theorems about the whole iteration assume that both starts lie strictly between 0 and 1/a. If a start lies beyond the root, its relative error is negative and those theorems do not apply, although the one-step product law still holds for any two distinct nonzero points. Nor do the theorems establish the familiar local result for the secant method near a simple root of a general smooth function: here the product law is exact, while for a general residual it acquires a prefactor and higher-order corrections.

The constant 1 belongs to relative errors. For the absolute errors |xₙ − 1/a| = eₙ/|a|, rescaling turns it into |a|^(φ − 1), which matters when a measured convergence constant is compared with this one.
